# The idempotency defect bounds the squared distance from the one-particle density matrix of N electrons to that of the nearest determinant

A self-consistent-field calculation that oscillates is often damped. The program replaces the new density matrix by a mixture, $D=(1-\alpha)P_{\text{old}}+\alpha P_{\text{new}}$ with $0\le\alpha\le1$. Even if both ingredients come from Slater determinants of $N$ electrons, $D$ generally does not: its natural orbitals have fractional occupations. To get a determinant back, one can fill the $N$ most occupied natural orbitals and empty the rest. How far does this rounding move the density matrix?

In a finite orthonormal spin-orbital basis, the squared Frobenius distance is at most $\operatorname{tr}(D-D^2)$, a number computed from $D$ alone. This concerns a single rounding step, and says nothing about the energy or about convergence of the iteration.

## Occupations, orbitals and distances

```lean
import Mathlib

open Matrix

namespace DeterminantRounding

noncomputable section

variable {ι : Type*} [Fintype ι] [DecidableEq ι]
```

The type `ι` is a finite set of labels for the spin orbitals. It carries no order, and the matrices below have rows and columns labelled by it.

```lean
/-- Occupation numbers of a determinant: one on the orbitals in `S`, zero elsewhere. -/
def occ (S : Finset ι) (i : ι) : ℝ := if i ∈ S then 1 else 0
```

For a set $S$ of occupied orbitals, `occ S i` is the rounded occupation $p_i$: one if $i\in S$, zero otherwise. The particle number $N$ is the size of $S$, written `S.card`.

```lean
/-- No orbital outside `S` has a larger occupation than an orbital in `S`. -/
def MostOccupied (d : ι → ℝ) (S : Finset ι) : Prop :=
  ∀ i ∈ S, ∀ j, j ∉ S → d j ≤ d i
```

`MostOccupied d S` says that $d_j\le d_i$ whenever $i\in S$ and $j\notin S$. If occupations tie at the boundary, several sets $S$ qualify, and the theorems apply to each of them.

```lean
/-- The matrix `U diag(d) Uᴴ`. If the columns of `U` are orthonormal, they are natural orbitals of
this matrix, with occupations `d`. -/
def density (U : Matrix ι ι ℂ) (d : ι → ℝ) : Matrix ι ι ℂ :=
  U * diagonal (fun i => (d i : ℂ)) * Uᴴ
```

This is $D=U\,\mathrm{diag}(d)\,U^\dagger$, where `ᴴ` is the Hermitian conjugate. When $U^\dagger U=1$, the columns of $U$ are natural orbitals of $D$ and the $d_i$ are their occupations. The theorems that need orthonormal orbitals take this equation as a hypothesis.

```lean
/-- Squared Frobenius distance between two matrices. -/
def distSq (A B : Matrix ι ι ℂ) : ℝ := ((A - B)ᴴ * (A - B)).trace.re
```

This is the squared Frobenius distance $\|A-B\|^2=\operatorname{Re}\operatorname{tr}[(A-B)^\dagger(A-B)]$, the sum of $|A_{ij}-B_{ij}|^2$ over all entries.

```lean
/-- The idempotency defect: the real part of the trace of `D - D²`. -/
def defect (D : Matrix ι ι ℂ) : ℝ := (D - D * D).trace.re
```

The idempotency defect is $\operatorname{Re}\operatorname{tr}(D-D^2)$. For the density matrices used here the trace is already real, and taking the real part merely makes the result a real number in Lean.

## Filling from the top

```lean
/-- Among fractional fillings `w` with a fixed particle number, filling the most
occupied orbitals maximises the overlap with `d`. -/
theorem filling_principle {d w : ι → ℝ} {S : Finset ι} (hS : MostOccupied d S)
    (h0 : ∀ i, 0 ≤ w i) (h1 : ∀ i, w i ≤ 1) (hw : ∑ i, w i = S.card) :
    ∑ i, d i * w i ≤ ∑ i, d i * occ S i := by
  -- a threshold separating occupied from empty orbitals
  obtain ⟨μ, hin, hout⟩ : ∃ μ : ℝ, (∀ i ∈ S, μ ≤ d i) ∧ ∀ j, j ∉ S → d j ≤ μ := by
    rcases S.eq_empty_or_nonempty with rfl | hne
    · refine ⟨∑ j, |d j|, by simp, fun j _ => (le_abs_self _).trans ?_⟩
      exact Finset.single_le_sum (f := fun j => |d j|)
        (fun k _ => abs_nonneg _) (Finset.mem_univ j)
    · obtain ⟨k, hk, hmin⟩ := Finset.exists_min_image S d hne
      exact ⟨d k, hmin, fun j hj => hS k hk j hj⟩
  have hp : ∑ i, occ S i = (S.card : ℝ) := by simp [occ]
  have key : 0 ≤ ∑ i, (d i * occ S i - d i * w i - μ * (occ S i - w i)) := by
    refine Finset.sum_nonneg fun i _ => ?_
    by_cases hi : i ∈ S
    · simp only [occ, if_pos hi]
      nlinarith [mul_nonneg (sub_nonneg.2 (h1 i)) (sub_nonneg.2 (hin i hi))]
    · simp only [occ, if_neg hi]
      nlinarith [mul_nonneg (h0 i) (sub_nonneg.2 (hout i hi))]
  rw [Finset.sum_sub_distrib, Finset.sum_sub_distrib, ← Finset.mul_sum,
    Finset.sum_sub_distrib, hp, hw] at key
  linarith
```

In a Lean theorem the hypotheses stand in brackets before the colon that follows them, and the conclusion after it. Here the weights satisfy $0\le w_i\le1$ and $\sum_i w_i=N$, and the conclusion is

$$\sum_i d_iw_i\le\sum_i d_ip_i .$$

The numbers $d_i$ may be any reals compatible with `MostOccupied`.

By hand, choose a threshold $\mu$ with $d_i\ge\mu$ inside $S$ and $d_i\le\mu$ outside. If $S$ is nonempty, the smallest $d_i$ in $S$ will do; if $S$ is empty, $\mu=\sum_j|d_j|$ is large enough. Then every term satisfies

$$(p_i-w_i)(d_i-\mu)\ge0 .$$

Inside $S$ both factors are nonnegative, since $p_i=1\ge w_i$; outside, both are nonpositive, since $p_i=0\le w_i$. Summing gives

$$0\le\sum_i d_ip_i-\sum_i d_iw_i-\mu\Big(\sum_i p_i-\sum_i w_i\Big),$$

and the last bracket is $N-N=0$.

The Lean proof follows this route. `obtain` produces the threshold, `by_cases` separates the orbitals inside and outside $S$, and `nlinarith` receives the relevant product of nonnegative factors. The final `linarith` does the remaining linear arithmetic.

## The bound for occupation numbers

```lean
/-- If occupations in `[0, 1]` sum to the size of a most occupied set `S`, their squared distance to
the occupations `occ S` is at most the sum of `d (1 - d)`. -/
theorem occupation_rounding {d : ι → ℝ} {S : Finset ι} (hS : MostOccupied d S)
    (h0 : ∀ i, 0 ≤ d i) (h1 : ∀ i, d i ≤ 1) (hd : ∑ i, d i = S.card) :
    ∑ i, (d i - occ S i) ^ 2 ≤ ∑ i, d i * (1 - d i) := by
  have key := filling_principle hS h0 h1 hd
  have hp : ∑ i, occ S i = (S.card : ℝ) := by simp [occ]
  have e1 : ∑ i, (d i - occ S i) ^ 2
      = ∑ i, d i * d i - 2 * ∑ i, d i * occ S i + ∑ i, occ S i := by
    rw [Finset.mul_sum, ← Finset.sum_sub_distrib, ← Finset.sum_add_distrib]
    refine Finset.sum_congr rfl fun i _ => ?_
    by_cases hi : i ∈ S
    · simp only [occ, if_pos hi]; ring
    · simp only [occ, if_neg hi]; ring
  have e2 : ∑ i, d i * (1 - d i) = ∑ i, d i - ∑ i, d i * d i := by
    rw [← Finset.sum_sub_distrib]
    exact Finset.sum_congr rfl fun i _ => by ring
  linarith
```

Now the $d_i$ are themselves occupations in $[0,1]$ with sum $N$, so they may serve as the weights $w_i$. The filling principle gives $\sum_i d_i^2\le\sum_i d_ip_i$. Because $p_i^2=p_i$,

$$\sum_i(d_i-p_i)^2=\sum_i d_i^2-2\sum_i d_ip_i+N,$$

$$\sum_i d_i(1-d_i)=N-\sum_i d_i^2 .$$

The second line minus the first is $2\big(\sum_i d_ip_i-\sum_i d_i^2\big)\ge0$, which is the claim. In the code, `e1` and `e2` are the two expansions and `key` is the filling principle.

```lean
/-- For occupations listed in decreasing order with sum `N`, rounding the first `N`
to one and the rest to zero costs at most the sum of `d (1 - d)`. -/
theorem sorted_rounding {M N : ℕ} {d : Fin M → ℝ} (hs : Antitone d)
    (h0 : ∀ i, 0 ≤ d i) (h1 : ∀ i, d i ≤ 1) (hd : ∑ i, d i = N) :
    ∑ i, (d i - if (i : ℕ) < N then 1 else 0) ^ 2 ≤ ∑ i, d i * (1 - d i) := by
  have hNM : N ≤ M := by
    have h : ∑ i, d i ≤ ∑ _i : Fin M, (1 : ℝ) := Finset.sum_le_sum fun i _ => h1 i
    rw [hd] at h
    simp at h
    exact h
  let S : Finset (Fin M) := Finset.univ.image (Fin.castLE hNM)
  have hcard : S.card = N := by
    rw [Finset.card_image_of_injective _ (Fin.castLE_injective hNM),
      Finset.card_univ, Fintype.card_fin]
  have hmem : ∀ i, i ∈ S ↔ (i : ℕ) < N := by
    intro i
    constructor
    · intro hi
      obtain ⟨k, _, rfl⟩ := Finset.mem_image.1 hi
      exact k.2
    · intro hi
      exact Finset.mem_image.2 ⟨⟨i, hi⟩, Finset.mem_univ _, Fin.ext rfl⟩
  have hS : MostOccupied d S := by
    intro i hi j hj
    rw [hmem] at hi hj
    exact hs (Fin.le_def.2 (by omega))
  have h := occupation_rounding hS h0 h1 (by rw [hd, hcard])
  simpa only [occ, hmem] using h
```

This is the version for a sorted list of $M$ occupations. `Antitone d` means that they do not increase along the list. Lean numbers the entries of `Fin M` from $0$ to $M-1$, so the condition $i<N$ selects the first $N$.

Since each occupation is at most one, $N=\sum_i d_i\le M$, and the list is long enough. The proof builds $S$ from the first $N$ labels, checks that it is most occupied, and applies the previous theorem.

## From occupations to matrices

```lean
/-- Matrices sharing their natural orbitals multiply by multiplying occupations. -/
theorem density_mul {U : Matrix ι ι ℂ} (hU : Uᴴ * U = 1) (a b : ι → ℝ) :
    density U a * density U b = density U (fun i => a i * b i) := by
  unfold density
  calc _ = U * diagonal (fun i => (a i : ℂ)) * (Uᴴ * U)
        * diagonal (fun i => (b i : ℂ)) * Uᴴ := by simp only [Matrix.mul_assoc]
    _ = U * (diagonal (fun i => (a i : ℂ)) * diagonal (fun i => (b i : ℂ))) * Uᴴ := by
        rw [hU, Matrix.mul_one]; simp only [Matrix.mul_assoc]
    _ = _ := by rw [diagonal_mul_diagonal]; simp only [Complex.ofReal_mul]
```

If $D_a$ and $D_b$ share the natural orbitals $U$ and have occupations $a$ and $b$, then

$$D_aD_b=U\,\mathrm{diag}(a)\,U^\dagger U\,\mathrm{diag}(b)\,U^\dagger=U\,\mathrm{diag}(a_ib_i)\,U^\dagger .$$

The `calc` block is this chain of equalities.

```lean
lemma density_herm (U : Matrix ι ι ℂ) (d : ι → ℝ) : (density U d)ᴴ = density U d := by
  have h : (diagonal (fun i => (d i : ℂ)))ᴴ = diagonal (fun i => (d i : ℂ)) := by
    rw [diagonal_conjTranspose]
    congr 1
    funext i
    exact Complex.conj_ofReal _
  rw [density, conjTranspose_mul, conjTranspose_mul, conjTranspose_conjTranspose, h,
    Matrix.mul_assoc]
```

Real occupations make the matrix Hermitian: conjugation reverses the three factors and leaves the diagonal one unchanged.

```lean
lemma density_trace {U : Matrix ι ι ℂ} (hU : Uᴴ * U = 1) (d : ι → ℝ) :
    (density U d).trace = ((∑ i, d i : ℝ) : ℂ) := by
  rw [density, trace_mul_cycle, hU, Matrix.one_mul, trace_diagonal, Complex.ofReal_sum]
```

By cyclicity, $\operatorname{tr}D=\operatorname{tr}(U^\dagger U\,\mathrm{diag}(d))=\sum_i d_i$.

```lean
/-- The rounded matrix is Hermitian and idempotent, and its trace is the number of
occupied orbitals. -/
theorem rounded_projector {U : Matrix ι ι ℂ} (hU : Uᴴ * U = 1) (S : Finset ι) :
    (density U (occ S))ᴴ = density U (occ S) ∧
    density U (occ S) * density U (occ S) = density U (occ S) ∧
    (density U (occ S)).trace = (S.card : ℂ) := by
  refine ⟨density_herm U _, ?_, ?_⟩
  · rw [density_mul hU]
    congr 1
    funext i
    by_cases hi : i ∈ S <;> simp [occ, hi]
  · rw [density_trace hU]
    simp [occ]
```

The rounded matrix $P=U\,\mathrm{diag}(p)\,U^\dagger$ satisfies $P^\dagger=P$, $P^2=P$ and $\operatorname{tr}P=N$. These are the properties of the one-particle density matrix of an $N$-electron Slater determinant, and a determinant enters here only through this matrix, not as a many-electron wavefunction.

```lean
lemma distSq_expand {D Q : Matrix ι ι ℂ} (hD : Dᴴ = D) (hQ : Qᴴ = Q) (hQQ : Q * Q = Q) :
    distSq D Q = (D * D).trace.re - 2 * (D * Q).trace.re + Q.trace.re := by
  have h : (D - Q) * (D - Q) = D * D - D * Q - Q * D + Q * Q := by noncomm_ring
  rw [distSq, conjTranspose_sub, hD, hQ, h, hQQ, trace_add, trace_sub, trace_sub,
    trace_mul_comm Q D, Complex.add_re, Complex.sub_re, Complex.sub_re]
  ring
```

For Hermitian $D$ and a Hermitian idempotent $Q$,

$$\|D-Q\|^2=\operatorname{Re}\operatorname{tr}D^2-2\operatorname{Re}\operatorname{tr}(DQ)+\operatorname{Re}\operatorname{tr}Q .$$

The two cross terms have equal traces by cyclicity, and $Q^2=Q$ simplifies the last term.

```lean
/-- Let a density matrix have occupations in `[0, 1]` that sum to `N`. Rounding it to the
determinant of its `N` most occupied natural orbitals moves it by a squared Frobenius distance of at
most its idempotency defect. -/
theorem density_rounding {U : Matrix ι ι ℂ} (hU : Uᴴ * U = 1) {d : ι → ℝ} {S : Finset ι}
    (hS : MostOccupied d S) (h0 : ∀ i, 0 ≤ d i) (h1 : ∀ i, d i ≤ 1)
    (hd : ∑ i, d i = S.card) :
    distSq (density U d) (density U (occ S)) ≤ defect (density U d) := by
  obtain ⟨hP, hPP, hPt⟩ := rounded_projector hU S
  have key := filling_principle hS h0 h1 hd
  rw [distSq_expand (density_herm U d) hP hPP, defect, trace_sub, Complex.sub_re, hPt,
    density_mul hU, density_mul hU, density_trace hU, density_trace hU, density_trace hU,
    Complex.ofReal_re, Complex.ofReal_re, Complex.ofReal_re, Complex.natCast_re, hd]
  linarith
```

This is the bound for density matrices, $\|D-P\|^2\le\operatorname{Re}\operatorname{tr}(D-D^2)$. The shared natural orbitals turn each trace into a sum:

$$\operatorname{tr}D^2=\sum_i d_i^2,\qquad \operatorname{tr}(DP)=\sum_i d_ip_i,\qquad \operatorname{tr}P=N .$$

Inserting them leaves $\sum_i d_i^2-2\sum_i d_ip_i+N\le N-\sum_i d_i^2$, which is again the filling principle with $w=d$. The `rw` line performs these substitutions.

The hypothesis that occupations lie in $[0,1]$ is the Pauli principle for spin orbitals. For closed-shell spatial orbitals, with occupations up to two, the density matrix must first be halved, and $N$ then counts electron pairs.

In a program, the step is to diagonalise $D$, collect the $N$ eigenvectors of largest eigenvalue as columns of $C$, and form $P=CC^\dagger$. With a nonorthogonal basis of overlap matrix $O$, one diagonalises $O^{1/2}DO^{1/2}$, the distance is measured between the matrices in this orthogonalised basis, and the defect reads $\operatorname{tr}(DO-DODO)$. For a mixture of two $N$-electron determinants in an orthonormal basis, expanding the square gives a defect of $\alpha(1-\alpha)\|P_{\text{new}}-P_{\text{old}}\|^2$, so light damping ($\alpha$ near one) or nearly converged densities make the rounding small.

The statement could also have started from a Hermitian matrix $D$ with eigenvalues in $[0,1]$ and trace $N$, leaving $U$ and $d$ to the spectral theorem. That would match the damped matrix more directly, but the proof would first have to extract the natural orbitals and choose $S$. Here they are supplied as data, and the inequality is the same.

## No determinant is closer

```lean
omit [DecidableEq ι] in
/-- The diagonal entries of a Hermitian idempotent matrix have real part in `[0, 1]`. -/
theorem projector_diag {R : Matrix ι ι ℂ} (hR : Rᴴ = R) (hRR : R * R = R) (i : ι) :
    0 ≤ (R i i).re ∧ (R i i).re ≤ 1 := by
  have hs : ∀ j, R j i = star (R i j) := fun j => (congrFun (congrFun hR j) i).symm
  have e : R i i = ∑ j, R i j * R j i :=
    (congrFun (congrFun hRR i) i).symm.trans Matrix.mul_apply
  have h : (R i i).re = ∑ j, Complex.normSq (R i j) := by
    rw [e, Complex.re_sum]
    refine Finset.sum_congr rfl fun j _ => ?_
    rw [hs j]
    simp only [Complex.mul_re, Complex.star_def, Complex.conj_re, Complex.conj_im,
      Complex.normSq_apply]
    ring
  have h2 : Complex.normSq (R i i) ≤ ∑ j, Complex.normSq (R i j) :=
    Finset.single_le_sum (f := fun j => Complex.normSq (R i j))
      (fun j _ => Complex.normSq_nonneg _) (Finset.mem_univ i)
  rw [← h, Complex.normSq_apply] at h2
  constructor <;> nlinarith [mul_self_nonneg (R i i).re, mul_self_nonneg (R i i).im]
```

Let $R$ be Hermitian and idempotent. Then

$$R_{ii}=\sum_j R_{ij}R_{ji}=\sum_j|R_{ij}|^2\ge|R_{ii}|^2 .$$

With $x=\operatorname{Re}R_{ii}$ this gives $x\ge x^2$, hence $0\le x\le1$. Physically, $R_{ii}$ is the occupation of orbital $i$ in the determinant described by $R$.

```lean
/-- No Hermitian idempotent matrix with the same trace is closer to the density matrix
than the determinant of its most occupied natural orbitals. -/
theorem rounded_nearest {U Q : Matrix ι ι ℂ} (hU : Uᴴ * U = 1) {d : ι → ℝ} {S : Finset ι}
    (hS : MostOccupied d S) (hQ : Qᴴ = Q) (hQQ : Q * Q = Q) (hN : Q.trace = (S.card : ℂ)) :
    distSq (density U d) (density U (occ S)) ≤ distSq (density U d) Q := by
  obtain ⟨hP, hPP, hPt⟩ := rounded_projector hU S
  have hU' : U * Uᴴ = 1 := mul_eq_one_comm.mp hU
  -- the competitor seen in the natural-orbital basis
  have hR : (Uᴴ * Q * U)ᴴ = Uᴴ * Q * U := by
    rw [conjTranspose_mul, conjTranspose_mul, conjTranspose_conjTranspose, hQ,
      Matrix.mul_assoc]
  have hRR : (Uᴴ * Q * U) * (Uᴴ * Q * U) = Uᴴ * Q * U := by
    calc _ = Uᴴ * Q * (U * Uᴴ) * Q * U := by simp only [Matrix.mul_assoc]
      _ = Uᴴ * (Q * Q) * U := by rw [hU', Matrix.mul_one]; simp only [Matrix.mul_assoc]
      _ = _ := by rw [hQQ]
  have ht : ∑ i, ((Uᴴ * Q * U) i i).re = (S.card : ℝ) := by
    have h : (Uᴴ * Q * U).trace = (S.card : ℂ) := by
      rw [trace_mul_cycle, hU', Matrix.one_mul, hN]
    have h' := congrArg Complex.re h
    rw [Matrix.trace, Complex.re_sum, Complex.natCast_re] at h'
    exact h'
  have hDQ : (density U d * Q).trace.re = ∑ i, d i * ((Uᴴ * Q * U) i i).re := by
    have h : (density U d * Q).trace
        = (diagonal (fun i => (d i : ℂ)) * (Uᴴ * Q * U)).trace := by
      rw [density, Matrix.mul_assoc, Matrix.mul_assoc, trace_mul_comm]
      simp only [Matrix.mul_assoc]
    rw [h, Matrix.trace, Complex.re_sum]
    refine Finset.sum_congr rfl fun i _ => ?_
    rw [diag_apply, diagonal_mul, Complex.re_ofReal_mul]
  have key := filling_principle hS (fun i => (projector_diag hR hRR i).1)
    (fun i => (projector_diag hR hRR i).2) ht
  rw [distSq_expand (density_herm U d) hP hPP, distSq_expand (density_herm U d) hQ hQQ,
    hPt, hN, hDQ, density_mul hU d (occ S), density_trace hU (fun i => d i * occ S i),
    Complex.ofReal_re]
  linarith
```

Let $Q$ be any competing determinant: Hermitian, idempotent and of trace $N$. Its orbitals need not be related to those of $D$. The theorem states $\|D-P\|^2\le\|D-Q\|^2$. It does not claim that $P$ is the only minimiser, and it needs neither $d_i\in[0,1]$ nor $\sum_i d_i=N$.

Seen in the natural-orbital basis, the competitor is $R=U^\dagger QU$, which is again Hermitian and idempotent with trace $N$. The numbers $w_i=\operatorname{Re}R_{ii}$ therefore lie in $[0,1]$ and sum to $N$, and the filling principle gives

$$\operatorname{Re}\operatorname{tr}(DQ)=\sum_i d_iw_i\le\sum_i d_ip_i=\operatorname{Re}\operatorname{tr}(DP).$$

In the expansion of the squared distance, $\operatorname{tr}D^2$ and the trace $N$ are common to $P$ and $Q$. The larger overlap thus means the smaller distance. In the code, `hR`, `hRR` and `ht` establish the properties of $R$, and `hDQ` is the first equality above.

## Two half-filled orbitals

```lean
/-- For two orbitals of occupation `1/2`, the set holding only the first is most occupied, the
occupations sum to its size, and the squared distance to the rounded occupations equals the sum of
`d (1 - d)`. -/
theorem half_filling_sharp :
    MostOccupied (fun _ : Fin 2 => (1 / 2 : ℝ)) {0} ∧
    ∑ _i : Fin 2, (1 / 2 : ℝ) = (({0} : Finset (Fin 2)).card : ℝ) ∧
    ∑ i : Fin 2, ((1 / 2 : ℝ) - occ {0} i) ^ 2
      = ∑ _i : Fin 2, (1 / 2 : ℝ) * (1 - 1 / 2) := by
  refine ⟨fun _ _ _ _ => le_refl _, by simp, ?_⟩
  norm_num [occ, Fin.sum_univ_succ]

end

end DeterminantRounding
```

Two orbitals with occupation $\tfrac12$ hold one electron. Rounding to $(1,0)$ costs $\tfrac14+\tfrac14=\tfrac12$, and $\sum_i d_i(1-d_i)$ is also $\tfrac12$. The occupation bound is attained, so it would fail with any constant smaller than one in front of its right-hand side. Near idempotency it is far from tight: for occupations $1-\varepsilon$ and $\varepsilon$ with small $\varepsilon>0$, the squared distance is $2\varepsilon^2$, while the bound is $2\varepsilon(1-\varepsilon)$. The defect is then a safe upper limit, not an estimate of the distance.

```lean
#print axioms DeterminantRounding.sorted_rounding
-- 'DeterminantRounding.sorted_rounding' depends on axioms: [propext, Classical.choice, Quot.sound]
#print axioms DeterminantRounding.density_rounding
-- 'DeterminantRounding.density_rounding' depends on axioms: [propext, Classical.choice, Quot.sound]
#print axioms DeterminantRounding.rounded_nearest
-- 'DeterminantRounding.rounded_nearest' depends on axioms: [propext, Classical.choice, Quot.sound]
#print axioms DeterminantRounding.half_filling_sharp
-- 'DeterminantRounding.half_filling_sharp' depends on axioms: [propext, Classical.choice, Quot.sound]
```
